# No finite time grid gives the cosine or sine kernel exactly on an energy interval at nonzero frequency

## A residual that will not go to zero

Suppose that weights for a transform from imaginary time to imaginary frequency are being fitted, and that the fitting error stalls at a small value. If zero error might be attainable, the stall could be read as a failure of the optimiser, and effort could go into searching for perfect weights. At nonzero frequency, and over a whole interval of transition energies, no such weights exist. For given times, the worst error on the interval even has a positive lower bound that no choice of weights can beat.

## One transition, two transforms

We use units with $\hbar=1$. In the independent-particle polarizability of a gapped system, a transition of energy $x>0$ contributes a decay $e^{-x|t|}$ in imaginary time $t$. The transforms to imaginary frequency $w$ follow from

$$
2\int_0^\infty e^{-xt}e^{iwt}\,dt=\frac{2}{x-iw}=\frac{2x+2iw}{x^2+w^2}.
$$

The real part is the cosine transform. It gives the frequency dependence of the transition's term in the polarizability, because $e^{-x|t|}$ is even in $t$. The imaginary part is the sine transform, which serves functions that are odd in $t$, such as the odd part of a Green's function. We write them as

$$
C_w(x)=\frac{2x}{x^2+w^2},\qquad S_w(x)=\frac{2w}{x^2+w^2}.
$$

On a grid of $N$ times $\tau_j$, the integral becomes a finite sum. At fixed $w$ the factors $\cos(w\tau_j)$ or $\sin(w\tau_j)$ are just numbers, so they can be absorbed into the weights $\gamma_j$. What remains is

$$
f(x)=\sum_j \gamma_j e^{-x\tau_j}.
$$

The same weights have to serve every transition energy between some $a$ and $b$, typically the gap and the largest transition energy in the basis.

## What is claimed, in words and in Lean

In the file, `timeSum γ τ x` is $f(x)$, `cosKernel w x` is $C_w(x)$ and `sinKernel w x` is $S_w(x)$. The grid is indexed by `Fin N`, and the weights and times are arbitrary real numbers: times may be negative, zero or repeated. The interval `Set.Icc a b` is $[a,b]$ and may include negative energies.

There are four physical statements.

- `finite_exact_energies`: let $w\neq0$ and let the real numbers $\alpha,\beta$ be not both zero. Then $f=\alpha C_w+\beta S_w$ holds at only finitely many energies in $[a,b]$.
- `no_exact_duality`: if $w\ne0$ and $a<b$, then $f$ does not equal $C_w$ on all of $[a,b]$, and it does not equal $S_w$ there either.
- `residual_bounded_below`: for fixed times, and under the same conditions on $w,\alpha,\beta,a,b$, there is a $\delta>0$ such that every set of weights has an error of at least $\delta$ somewhere on $[a,b]$.
- `finite_exact_energies_static`: the relation $x f(x)=2$ holds at only finitely many energies in $[a,b]$.

The condition $w\neq0$ selects a nonstatic response, and $a<b$ says that the grid must serve a continuous range of energies. The coefficients $\alpha$ and $\beta$ allow a mixture of the even and odd transforms.

For low-scaling GW and RPA calculations, this means that a finite time grid with fitted weights carries a nonzero worst-case transform error, in the model where one nonzero frequency is treated at a time and the fit covers an entire energy interval. A single calculation in a finite basis, with finitely many k-points if the system is periodic, has only finitely many transition energies, and a sum that is exact at just those energies is not excluded. The theorems also give no value for $\delta$, which may depend on the times, and no rate at which the error falls as the grid grows.

## Agreement at infinitely many energies spreads everywhere

Let $F$ and $G$ be entire functions that agree on an infinite set of points in $[a,b]$. Since $[a,b]$ is compact, these points accumulate at some $z_0$. Put $D=F-G$. If $D$ were not identically zero, its Taylor series at $z_0$ would have a first nonzero coefficient, so that

$$
D(z)=(z-z_0)^m h(z),\qquad h(z_0)\neq0,
$$

with $h$ continuous. Then $D$ would have no zeros near $z_0$ other than possibly $z_0$ itself, which contradicts the accumulation. Hence $F=G$ on the whole complex plane.

## The pole that exponentials cannot produce

Suppose that $f(x)=\alpha C_w(x)+\beta S_w(x)$ at infinitely many energies in $[a,b]$. Multiplying by $x^2+w^2$, which is positive because $w\neq0$, gives

$$
(x^2+w^2)f(x)=2\alpha x+2\beta w
$$

at those energies. Both sides extend to entire functions: the left side is a polynomial times a finite sum of exponentials, and the right side is a polynomial. By the previous step the equation holds for every complex $z$ in place of $x$.

Now set $z=iw$. The left side vanishes, since $(iw)^2+w^2=0$ and $f(iw)$ is finite. Therefore

$$
0=2\beta w+2i\alpha w.
$$

The real part gives $\beta=0$ and the imaginary part gives $\alpha=0$, again because $w\neq0$. This contradicts the assumption that they are not both zero, so exact agreement occurs at only finitely many energies.

If $a<b$, the interval contains infinitely many energies, and agreement on all of it is impossible. The choice $(\alpha,\beta)=(1,0)$ gives the cosine case, and $(0,1)$ gives the sine case.

## A floor under the worst error

Fix the times and write $g=\alpha C_w+\beta S_w$. In the space of continuous real functions on $[a,b]$, with distance equal to the maximum absolute difference, let $V$ be the span of the functions $e^{-x\tau_j}$. As the weights vary, $f$ runs through exactly $V$.

The target $g$ is not in $V$, by the result just derived. The space $V$ has finite dimension, so it is closed, and some open ball of radius $\delta>0$ around $g$ contains no element of $V$. Every $f$ thus satisfies

$$
\max_{x\in[a,b]}|f(x)-g(x)|\ge\delta.
$$

The maximum is attained because the interval is compact, which supplies the energy $x$ in the statement.

## One grid point, worked out

Take $N=1$, $\tau_0=0$ and $w=1$, so that $f$ is a constant $\gamma_0$. On $[1/2,2]$ the cosine target $2x/(x^2+1)$ rises from $4/5$ at $x=1/2$ to $1$ at $x=1$, and returns to $4/5$ at $x=2$.

The weight $\gamma_0=4/5$ is exact at the two endpoints and nowhere else, so a system whose only transition energies are $1/2$ and $2$ would be transformed without error. Over the whole interval the best constant is $9/10$, with worst error $1/10$. Here $\delta=1/10$ is the largest possible floor.

## Zero frequency

The condition $w\neq0$ matters for the sine transform. At $w=0$ the sine target is zero on $[1,2]$, and a sum with all weights zero reproduces it exactly.

The cosine target behaves differently. For $w=0$ and $x\neq0$ it equals $2/x$, so exactness means $xf(x)=2$. If this held at infinitely many energies in $[a,b]$, continuation would give $zf(z)=2$ for all complex $z$, and $z=0$ would give $0=2$. The obstruction survives in the static limit, with the pole now at zero energy.

## The complete Lean file

```lean
import Mathlib

open Topology

namespace TimeFrequencyDuality

noncomputable section

/-- The finite time-grid sum with weights `γ j` and times `τ j`, as a function of the
transition energy `x`. -/
def timeSum {N : ℕ} (γ τ : Fin N → ℝ) (x : ℝ) : ℝ :=
  ∑ j, γ j * Real.exp (-(x * τ j))

/-- The cosine-transform target `2x/(x² + w²)` at frequency `w` and transition energy `x`,
for `x` and `w` not both zero. -/
def cosKernel (w x : ℝ) : ℝ := 2 * x / (x ^ 2 + w ^ 2)

/-- The sine-transform target `2w/(x² + w²)` at frequency `w` and transition energy `x`,
for `x` and `w` not both zero. -/
def sinKernel (w x : ℝ) : ℝ := 2 * w / (x ^ 2 + w ^ 2)

/-- Two entire functions that agree at infinitely many points of a bounded real energy
interval agree on the whole complex energy plane. -/
theorem entire_eq_of_infinite_agreement {F G : ℂ → ℂ} (hF : Differentiable ℂ F)
    (hG : Differentiable ℂ G) {a b : ℝ} {S : Set ℝ} (hS : S.Infinite)
    (hab : S ⊆ Set.Icc a b) (h : ∀ x ∈ S, F (x : ℂ) = G (x : ℂ)) :
    ∀ z, F z = G z := by
  have hinf : ((fun x : ℝ => (x : ℂ)) '' S).Infinite :=
    hS.image Complex.ofReal_injective.injOn
  have hK : IsCompact ((fun x : ℝ => (x : ℂ)) '' Set.Icc a b) :=
    isCompact_Icc.image Complex.continuous_ofReal
  -- the points of agreement accumulate somewhere
  obtain ⟨z₀, -, hz⟩ := hinf.exists_accPt_of_subset_isCompact hK (Set.image_mono hab)
  rw [accPt_iff_frequently] at hz
  have hfr : ∃ᶠ z in 𝓝[≠] z₀, F z = G z := by
    rw [frequently_nhdsWithin_iff]
    refine hz.mono ?_
    rintro _ ⟨hne, x, hx, rfl⟩
    exact ⟨h x hx, hne⟩
  have hFG : F = G := AnalyticOnNhd.eq_of_frequently_eq
    (fun z _ => hF.analyticAt z) (fun z _ => hG.analyticAt z) hfr
  exact fun z => congrFun hFG z

/-- At nonzero frequency, a finite time-grid sum matches a combination of the cosine and sine
targets, with coefficients not both zero, at only finitely many energies of a bounded
interval. -/
theorem finite_exact_energies {N : ℕ} (γ τ : Fin N → ℝ) {w α β : ℝ} (hw : w ≠ 0)
    (hαβ : α ≠ 0 ∨ β ≠ 0) (a b : ℝ) :
    {x : ℝ | x ∈ Set.Icc a b ∧
      timeSum γ τ x = α * cosKernel w x + β * sinKernel w x}.Finite := by
  by_contra hinf
  -- clear the denominator and continue to complex energies
  have h : ∀ z : ℂ, (z ^ 2 + (w : ℂ) ^ 2) * ∑ j, (γ j : ℂ) * Complex.exp (-(z * (τ j : ℂ)))
      = 2 * (α : ℂ) * z + 2 * (β : ℂ) * (w : ℂ) := by
    refine entire_eq_of_infinite_agreement ?_ ?_ hinf (fun x hx => hx.1) ?_
    · fun_prop
    · fun_prop
    · intro x hx
      have hd : x ^ 2 + w ^ 2 ≠ 0 := by positivity
      have hr : (x ^ 2 + w ^ 2) * timeSum γ τ x = 2 * α * x + 2 * β * w := by
        rw [hx.2, cosKernel, sinKernel]
        field_simp
      have hc := congrArg (fun r : ℝ => (r : ℂ)) hr
      simp only [timeSum] at hc
      push_cast at hc
      exact hc
  -- at the pole z = iw of the target the left side vanishes
  have hz : (Complex.I * (w : ℂ)) ^ 2 + (w : ℂ) ^ 2 = 0 := by
    rw [mul_pow, Complex.I_sq]
    ring
  have h0 := h (Complex.I * (w : ℂ))
  rw [hz, zero_mul] at h0
  have hβ : β = 0 := by
    have := congrArg Complex.re h0
    simpa [hw] using this
  have hα : α = 0 := by
    have := congrArg Complex.im h0
    simpa [hw] using this
  exact hαβ.elim (fun k => k hα) (fun k => k hβ)

/-- At nonzero frequency, no finite set of real times and weights reproduces the cosine target
on a whole energy interval `[a, b]` with `a < b`, and none reproduces the sine target. -/
theorem no_exact_duality {N : ℕ} (γ τ : Fin N → ℝ) {w a b : ℝ} (hw : w ≠ 0) (hab : a < b) :
    (¬ ∀ x ∈ Set.Icc a b, timeSum γ τ x = 2 * x / (x ^ 2 + w ^ 2)) ∧
    (¬ ∀ x ∈ Set.Icc a b, timeSum γ τ x = 2 * w / (x ^ 2 + w ^ 2)) := by
  constructor
  · intro h
    refine Set.Icc_infinite hab ((finite_exact_energies γ τ (α := 1) (β := 0) hw
      (Or.inl one_ne_zero) a b).subset fun x hx => ⟨hx, ?_⟩)
    rw [h x hx, one_mul, zero_mul, add_zero, cosKernel]
  · intro h
    refine Set.Icc_infinite hab ((finite_exact_energies γ τ (α := 0) (β := 1) hw
      (Or.inr one_ne_zero) a b).subset fun x hx => ⟨hx, ?_⟩)
    rw [h x hx, one_mul, zero_mul, zero_add, sinKernel]

/-- For fixed times, a fixed target at nonzero frequency, and `a < b`, there is a positive error `δ`
such that every choice of weights misses the target by at least `δ` somewhere on `[a, b]`. The
target is any combination of the cosine and sine targets with coefficients not both zero. -/
theorem residual_bounded_below {N : ℕ} (τ : Fin N → ℝ) {w α β a b : ℝ} (hw : w ≠ 0)
    (hαβ : α ≠ 0 ∨ β ≠ 0) (hab : a < b) :
    ∃ δ > 0, ∀ γ : Fin N → ℝ, ∃ x ∈ Set.Icc a b,
      δ ≤ |timeSum γ τ x - (α * cosKernel w x + β * sinKernel w x)| := by
  have hcont : Continuous fun x : ℝ => α * cosKernel w x + β * sinKernel w x := by
    have hd : ∀ x : ℝ, x ^ 2 + w ^ 2 ≠ 0 := fun x => by positivity
    have h1 : Continuous fun x : ℝ => cosKernel w x :=
      Continuous.div (by fun_prop) (by fun_prop) hd
    have h2 : Continuous fun x : ℝ => sinKernel w x :=
      Continuous.div (by fun_prop) (by fun_prop) hd
    exact (continuous_const.mul h1).add (continuous_const.mul h2)
  let f : C(Set.Icc a b, ℝ) := ⟨fun x => α * cosKernel w x.1 + β * sinKernel w x.1,
    hcont.comp continuous_subtype_val⟩
  let e : Fin N → C(Set.Icc a b, ℝ) := fun j =>
    ⟨fun x => Real.exp (-(x.1 * τ j)), by fun_prop⟩
  have heval : ∀ (γ : Fin N → ℝ) (x : Set.Icc a b),
      (∑ j, γ j • e j) x = timeSum γ τ x.1 := by
    intro γ x
    simp [e, timeSum, ContinuousMap.sum_apply]
  -- the target lies outside the span of the exponentials
  have hf : f ∉ Submodule.span ℝ (Set.range e) := by
    intro hmem
    obtain ⟨γ, hγ⟩ := (Submodule.mem_span_range_iff_exists_fun ℝ).1 hmem
    refine Set.Icc_infinite hab ((finite_exact_energies γ τ hw hαβ a b).subset
      fun x hx => ⟨hx, ?_⟩)
    rw [← heval γ ⟨x, hx⟩, hγ]
    rfl
  -- a finite-dimensional span is closed, so the target has a positive distance from it
  have : FiniteDimensional ℝ (Submodule.span ℝ (Set.range e)) :=
    FiniteDimensional.span_of_finite ℝ (Set.finite_range e)
  have hclosed := (Submodule.span ℝ (Set.range e)).closed_of_finiteDimensional
  obtain ⟨δ, hδ, hball⟩ := Metric.isOpen_iff.1 hclosed.isOpen_compl f hf
  refine ⟨δ, hδ, fun γ => ?_⟩
  by_contra hcon
  push Not at hcon
  have hdist : dist (∑ j, γ j • e j) f < δ := by
    rw [ContinuousMap.dist_lt_iff hδ]
    intro x
    rw [heval, Real.dist_eq]
    exact hcon x.1 x.2
  exact hball (Metric.mem_ball.2 hdist)
    ((Submodule.mem_span_range_iff_exists_fun ℝ).2 ⟨γ, rfl⟩)

/-- Static limit: a finite time-grid sum `f` satisfies the zero-frequency cosine relation
`x f(x) = 2` at only finitely many energies of a bounded interval. -/
theorem finite_exact_energies_static {N : ℕ} (γ τ : Fin N → ℝ) (a b : ℝ) :
    {x : ℝ | x ∈ Set.Icc a b ∧ x * timeSum γ τ x = 2}.Finite := by
  by_contra hinf
  have h : ∀ z : ℂ, z * ∑ j, (γ j : ℂ) * Complex.exp (-(z * (τ j : ℂ))) = 2 := by
    refine entire_eq_of_infinite_agreement (G := fun _ => 2) ?_ ?_ hinf
      (fun x hx => hx.1) ?_
    · fun_prop
    · fun_prop
    · intro x hx
      have hc := congrArg (fun r : ℝ => (r : ℂ)) hx.2
      simp only [timeSum] at hc
      push_cast at hc
      exact hc
  -- the continued relation fails at zero energy
  have h0 := h 0
  rw [zero_mul] at h0
  exact two_ne_zero h0.symm

end

end TimeFrequencyDuality
```

```lean
#print axioms TimeFrequencyDuality.finite_exact_energies
-- 'TimeFrequencyDuality.finite_exact_energies' depends on axioms: [propext, Classical.choice, Quot.sound]
#print axioms TimeFrequencyDuality.no_exact_duality
-- 'TimeFrequencyDuality.no_exact_duality' depends on axioms: [propext, Classical.choice, Quot.sound]
#print axioms TimeFrequencyDuality.residual_bounded_below
-- 'TimeFrequencyDuality.residual_bounded_below' depends on axioms: [propext, Classical.choice, Quot.sound]
#print axioms TimeFrequencyDuality.finite_exact_energies_static
-- 'TimeFrequencyDuality.finite_exact_energies_static' depends on axioms: [propext, Classical.choice, Quot.sound]
```

## How Lean carries out the continuation

`entire_eq_of_infinite_agreement` is the identity theorem in the form needed here. The set `S` of real energies is mapped into the complex plane, where it stays infinite because the embedding is injective. It lies in the image of $[a,b]$, which is compact, and `exists_accPt_of_subset_isCompact` supplies the accumulation point `z₀`. The next lines restate accumulation as agreement at points arbitrarily close to `z₀` but different from it. That is the input for Mathlib's `AnalyticOnNhd.eq_of_frequently_eq`, which takes the place of the Taylor argument above.

In `finite_exact_energies`, the proof assumes that the set of exact energies is infinite. The statement `h` is the continued equation for all complex `z`. The two calls to `fun_prop` show that its sides are entire. At each exact energy, `field_simp` clears the denominator to give the real equation `hr`, and `push_cast` carries it over to complex numbers. Then `hz` records that $z^2+w^2$ vanishes at $z=iw$, and `h0` is the continued equation at that point. Taking `Complex.re` yields `hβ`, and taking `Complex.im` yields `hα`.

`no_exact_duality` applies this result twice. If the sum were exact throughout the interval, $[a,b]$ would be contained in a finite set, contrary to `Set.Icc_infinite`.

## How Lean obtains the error floor

In `residual_bounded_below`, the target and the exponentials become elements `f` and `e j` of the space `C(Set.Icc a b, ℝ)`. Note that `f` here is the target, called $g$ above. The statement `heval` identifies a linear combination of the `e j` with `timeSum`.

The step `hf` shows that the target lies outside the span: membership would provide weights that are exact on the whole interval. The span is closed by `closed_of_finiteDimensional`, so its complement is open, and `Metric.isOpen_iff` gives the ball of radius `δ`.

For the last step, suppose that some weights had an error below `δ` at every energy. On a compact interval, `ContinuousMap.dist_lt_iff` turns these pointwise bounds into a distance below `δ`. The sum would then lie both in the ball and in the span, which is impossible.

`finite_exact_energies_static` repeats the continuation argument with the constant function 2 on the right and evaluates it at `0`. Its relation is written as a product, so it needs no division at zero energy.
